# The sum of exp(−cn²) over all integers n converges for every c > 0

The lemma states that for any real c > 0 the Gaussian terms exp(−cn²), with n running over all integers, form a summable family. In physical terms, Gaussian weights placed on the evenly spaced points of an infinite one-dimensional lattice have a finite total; the statement gives no value for that total, and its only assumption is that c is positive. The attempt first treats the natural numbers, where n ≤ n² bounds each term by exp(−c)ⁿ, a term of a convergent geometric series. It then obtains the sum over the integers from the sums over n and −n, which have the same terms because n enters only through its square.

As first written in Lean, the proof fails:

```lean
import Mathlib

open MeasureTheory Set

namespace PeriodicFreeKernel

noncomputable section

/-- A Gaussian summed over all integers converges. -/
theorem summable_gaussian_int {c : ℝ} (hc : 0 < c) :
    Summable (fun n : ℤ => Real.exp (-c * (n : ℝ) ^ 2)) := by
  have h : Summable (fun n : ℕ => Real.exp (-c * (n : ℝ) ^ 2)) := by
    refine Summable.of_nonneg_of_le (fun n => (Real.exp_pos _).le) (fun n => ?_)
      (summable_geometric_of_lt_one (Real.exp_pos (-c)).le
        (Real.exp_lt_one (neg_lt_zero.mpr hc)))
    -- compare with a geometric series, using `n ≤ n ^ 2`
    rw [← Real.exp_nat_mul]
    apply Real.exp_le_exp.mpr
    have hn : (n : ℝ) ≤ (n : ℝ) ^ 2 := by
      exact_mod_cast Nat.le_self_pow two_ne_zero n
    have := mul_le_mul_of_nonneg_left hn hc.le
    linarith
  apply Summable.of_nat_of_neg
  · simpa using h
  · simpa using h

end

end PeriodicFreeKernel
```

Compiling this gives:

```
Main.lean:15:9: error(lean.unknownIdentifier): Unknown constant `Real.exp_lt_one`
```

What went wrong. The single message says that Lean knows no constant called `Real.exp_lt_one`. The proof called on that name to show that the ratio of the geometric series, exp(−c), is less than 1, which `summable_geometric_of_lt_one` requires. The fact itself is true, and the argument supplied for it, `neg_lt_zero.mpr hc`, correctly proves −c < 0 from c > 0. What failed was only the reference to a lemma that does not exist under that name.

The repair uses `Real.exp_lt_one_iff` instead, an equivalence between exp(x) < 1 and x < 0. Since it is an equivalence and not an implication, it can't be applied directly to the proof of −c < 0; `.mpr` selects the direction from x < 0 to exp(x) < 1. This gives the required bound on the ratio, and the rest of the proof stands unchanged.

This version goes through:

```diff
@@ -13,5 +13,5 @@
     refine Summable.of_nonneg_of_le (fun n => (Real.exp_pos _).le) (fun n => ?_)
       (summable_geometric_of_lt_one (Real.exp_pos (-c)).le
-        (Real.exp_lt_one (neg_lt_zero.mpr hc)))
+        (Real.exp_lt_one_iff.mpr (neg_lt_zero.mpr hc)))
     -- compare with a geometric series, using `n ≤ n ^ 2`
     rw [← Real.exp_nat_mul]
```
